# Blocking factors leave the lead currents unchanged for all occupations exactly when transmission is symmetric

In a scattering model of non-interacting electrons at one energy, with finitely many single-channel leads, the transmission from lead b to lead a is T_ab = |S_ab|², where S is any complex square matrix, not assumed unitary. Without blocking factors, the current leaving reservoir a is ∑_b (T_ba f_a − T_ab f_b), where f_a is the occupation of reservoir a and the constant prefactor is dropped. The theorem `blocking_irrelevant_iff` says that weighting each process by the vacancy 1 − f of the reservoir where it ends leaves this current unchanged at every lead, for all occupations between 0 and 1, exactly when T_ab = T_ba for all a and b. Both directions use the formula f_a ∑_b (T_ab − T_ba) f_b for the change in the current. To get symmetry from equal currents, the proof fills only leads a and b, so that the sum reduces to the single term T_ab − T_ba; for the converse, every term of the sum vanishes.

In Lean, a first try:

```lean
import Mathlib

open Matrix

namespace BlockingIrrelevantIff

noncomputable section

variable {n : Type*} [Fintype n]

/-- The transmission probability `T_ab = |S_ab|²` from lead `b` to lead `a`. -/
def transmission (S : Matrix n n ℂ) (a b : n) : ℝ := ‖S a b‖ ^ 2

/-- The current leaving reservoir `a` at one energy, without blocking factors:
`∑_b (T_ba f_a - T_ab f_b)`. -/
def landauerCurrent (S : Matrix n n ℂ) (f : n → ℝ) (a : n) : ℝ :=
  ∑ b, (transmission S b a * f a - transmission S a b * f b)

/-- The current leaving reservoir `a` at one energy, with each process weighted by the vacancy of
the reservoir at which it ends: `∑_b (T_ba f_a (1 - f_b) - T_ab f_b (1 - f_a))`. -/
def blockedCurrent (S : Matrix n n ℂ) (f : n → ℝ) (a : n) : ℝ :=
  ∑ b, (transmission S b a * f a * (1 - f b) - transmission S a b * f b * (1 - f a))

/-- The blocking factors change the current at lead `a` by `f_a ∑_b (T_ab - T_ba) f_b`. -/
theorem blocking_excess (S : Matrix n n ℂ) (f : n → ℝ) (a : n) :
    blockedCurrent S f a - landauerCurrent S f a =
      f a * ∑ b, (transmission S a b - transmission S b a) * f b := by
  unfold blockedCurrent landauerCurrent
  rw [← Finset.sum_sub_distrib, Finset.mul_sum]
  refine Finset.sum_congr rfl fun b _ => ?_
  ring

/-- The currents with and without blocking factors agree at every lead, for all occupations
between 0 and 1, exactly when the transmissions are symmetric, `T_ab = T_ba`. -/
theorem blocking_irrelevant_iff (S : Matrix n n ℂ) :
    (∀ f : n → ℝ, (∀ a, 0 ≤ f a ∧ f a ≤ 1) →
      ∀ a, blockedCurrent S f a = landauerCurrent S f a) ↔
    ∀ a b, transmission S a b = transmission S b a := by
  classical
  constructor
  · intro h a b
    -- fill leads `a` and `b` only, and look at the current in lead `a`
    have hf := h (fun c => if c = a ∨ c = b then (1 : ℝ) else 0)
      (fun c => by dsimp only; split_ifs <;> norm_num) a
    have key := blocking_excess S (fun c => if c = a ∨ c = b then (1 : ℝ) else 0) a
    rw [hf, sub_self, Finset.sum_eq_single b] at key
    · simp only [eq_self, true_or, or_true, if_true, one_mul, mul_one] at key
      linarith
    · intro c _ hcb
      by_cases hca : c = a
      · rw [hca, sub_self, zero_mul]
      · simp [hca, hcb]
    · intro hb
      exact absurd (Finset.mem_univ b) hb
  · intro h f _ a
    have key := blocking_excess S f a
    have hz : ∑ b, (transmission S a b - transmission S b a) * f b = 0 :=
      Finset.sum_eq_zero fun b _ => by rw [h a b, sub_self, zero_mul]
    rw [hz, mul_zero] at key
    linarith

end

end BlockingIrrelevantIff
```

The compiler's answer:

```
Main.lean:44:19: error: `dsimp` made no progress
```

Diagnosis. The error is in the proof that the chosen occupations lie between 0 and 1. The `dsimp only` there was meant to apply the function `fun c => if c = a ∨ c = b then (1 : ℝ) else 0` to its argument, turning the goal into inequalities about the `if` expression itself. But Lean had already done this reduction when it put the function into the hypothesis of `h`, so the goal was in that form from the start. `dsimp only` found nothing to simplify, and it fails when it makes no progress, even though nothing is wrong with the goal.

The repair deletes that call. `split_ifs` can work on the goal as it stands, splitting it into the case where the occupation is 1 and the case where it is 0, and `norm_num` proves the bounds in each.

Fix (accepted with no message):

```diff
@@ -42,5 +42,5 @@
     -- fill leads `a` and `b` only, and look at the current in lead `a`
     have hf := h (fun c => if c = a ∨ c = b then (1 : ℝ) else 0)
-      (fun c => by dsimp only; split_ifs <;> norm_num) a
+      (fun c => by split_ifs <;> norm_num) a
     have key := blocking_excess S (fun c => if c = a ∨ c = b then (1 : ℝ) else 0) a
     rw [hf, sub_self, Finset.sum_eq_single b] at key
```
